# For an s-type Gaussian charge, the attraction of a Gaussian nucleus rises strictly to the point-nucleus value as the nucleus shrinks

Without a bound on the effect of nuclear size, a discrepancy between attraction integrals computed with a Gaussian nucleus and with a point nucleus could be physics or a programming error, and its size alone does not say which. For one s-type Gaussian charge distribution of fixed width, the theorems below give the sign of the difference, an explicit bound on it, and its leading behaviour for a small nucleus.

```lean
import Mathlib

open Filter Topology

namespace GaussianNucleusAttraction

noncomputable section

/-- The Boys function of order zero, `F₀(x) = ∫₀¹ exp(-x t²) dt`. -/
def boysF0 (x : ℝ) : ℝ := ∫ t in (0 : ℝ)..1, Real.exp (-x * t ^ 2)

/-- The attraction factor of a point nucleus at distance `R` from the centre of a Gaussian
charge distribution with exponent `p`. -/
def pointNucleus (p R : ℝ) : ℝ := boysF0 (p * R ^ 2)

/-- The attraction factor of a Gaussian nucleus with exponent `η` at distance `R` from the centre of
a Gaussian charge distribution with exponent `p`, for `p, η > 0`. -/
def gaussianNucleus (p η R : ℝ) : ℝ :=
  √(η / (p + η)) * boysF0 (p * η * R ^ 2 / (p + η))

/-- The number `c = √(η / (p + η))`, for `p, η > 0`. -/
def cutoff (p η : ℝ) : ℝ := √(η / (p + η))

/-- For `p, η > 0` the cutoff `c` lies strictly between 0 and 1, and `c² (p + η) = η`. -/
theorem cutoff_spec {p η : ℝ} (hp : 0 < p) (hη : 0 < η) :
    0 < cutoff p η ∧ cutoff p η < 1 ∧ cutoff p η ^ 2 * (p + η) = η := by
  have hne : p + η ≠ 0 := by positivity
  refine ⟨Real.sqrt_pos.mpr (by positivity), ?_, ?_⟩
  · refine (Real.sqrt_lt' one_pos).mpr ?_
    rw [one_pow, div_lt_one (by positivity)]
    linarith
  · rw [cutoff, Real.sq_sqrt (by positivity)]
    field_simp

/-- For `p, η > 0` the cutoff is at least `1 - p / (p + η)`. -/
theorem one_sub_cutoff_le {p η : ℝ} (hp : 0 < p) (hη : 0 < η) :
    1 - cutoff p η ≤ p / (p + η) := by
  obtain ⟨h0, h1, h2⟩ := cutoff_spec hp hη
  have hne : p + η ≠ 0 := by positivity
  have h3 : p / (p + η) = 1 - cutoff p η ^ 2 := by
    rw [div_eq_iff hne]
    linear_combination h2
  rw [h3]
  nlinarith

/-- For `k ≥ 0` and `0 ≤ a ≤ b`, the integral of `exp(-k u²)` over `[a, b]` lies between the
length of the interval times the integrand at `b` and the length times the integrand at `a`. -/
theorem gaussian_integral_bounds {k a b : ℝ} (hk : 0 ≤ k) (ha : 0 ≤ a) (hab : a ≤ b) :
    (b - a) * Real.exp (-k * b ^ 2) ≤ ∫ u in a..b, Real.exp (-k * u ^ 2) ∧
    ∫ u in a..b, Real.exp (-k * u ^ 2) ≤ (b - a) * Real.exp (-k * a ^ 2) := by
  have hi : IntervalIntegrable (fun u : ℝ => Real.exp (-k * u ^ 2))
      MeasureTheory.volume a b := Continuous.intervalIntegrable (by fun_prop) a b
  constructor
  · have h := intervalIntegral.integral_mono_on hab
      (intervalIntegrable_const (c := Real.exp (-k * b ^ 2))) hi (fun u hu => by
        have h2 := pow_le_pow_left₀ (ha.trans hu.1) hu.2 2
        exact Real.exp_le_exp.mpr (by nlinarith [mul_le_mul_of_nonneg_left h2 hk]))
    rwa [intervalIntegral.integral_const, smul_eq_mul] at h
  · have h := intervalIntegral.integral_mono_on hab hi
      (intervalIntegrable_const (c := Real.exp (-k * a ^ 2))) (fun u hu => by
        have h2 := pow_le_pow_left₀ ha hu.1 2
        exact Real.exp_le_exp.mpr (by nlinarith [mul_le_mul_of_nonneg_left h2 hk]))
    rwa [intervalIntegral.integral_const, smul_eq_mul] at h

/-- For `p, η > 0` the Gaussian-nucleus factor is the integral of `exp(-p R² u²)` from 0 to
the cutoff `√(η / (p + η))`. -/
theorem gaussianNucleus_eq_integral {p η : ℝ} (hp : 0 < p) (hη : 0 < η) (R : ℝ) :
    gaussianNucleus p η R = ∫ u in (0 : ℝ)..cutoff p η, Real.exp (-(p * R ^ 2) * u ^ 2) := by
  -- substitute u = c t
  have h := intervalIntegral.smul_integral_comp_mul_left (a := 0) (b := 1)
    (fun u : ℝ => Real.exp (-(p * R ^ 2) * u ^ 2)) (cutoff p η)
  rw [smul_eq_mul, mul_zero, mul_one] at h
  rw [← h, gaussianNucleus, boysF0, cutoff]
  congr 1
  apply intervalIntegral.integral_congr
  intro t _
  change Real.exp _ = Real.exp _
  rw [mul_pow, Real.sq_sqrt (by positivity)]
  congr 1
  ring

/-- For `p, η > 0` and `c = √(η / (p + η))`, the point-nucleus factor exceeds the
Gaussian-nucleus factor by at least `(1 - c) exp(-p R²)` and at most `(1 - c) exp(-p R² c²)`. -/
theorem finite_size_bounds {p η : ℝ} (hp : 0 < p) (hη : 0 < η) (R : ℝ) :
    (1 - cutoff p η) * Real.exp (-(p * R ^ 2)) ≤ pointNucleus p R - gaussianNucleus p η R ∧
    pointNucleus p R - gaussianNucleus p η R ≤
      (1 - cutoff p η) * Real.exp (-(p * R ^ 2) * cutoff p η ^ 2) := by
  obtain ⟨h0, h1, -⟩ := cutoff_spec hp hη
  have hk : 0 ≤ p * R ^ 2 := by positivity
  have h := gaussian_integral_bounds hk h0.le h1.le
  -- the difference is the part of the integral beyond the cutoff
  have hd : pointNucleus p R - gaussianNucleus p η R =
      ∫ u in cutoff p η..1, Real.exp (-(p * R ^ 2) * u ^ 2) := by
    rw [gaussianNucleus_eq_integral hp hη, pointNucleus, boysF0]
    exact intervalIntegral.integral_interval_sub_left
      (Continuous.intervalIntegrable (by fun_prop) _ _)
      (Continuous.intervalIntegrable (by fun_prop) _ _)
  rw [hd]
  simpa only [one_pow, mul_one] using h

/-- For `p > 0` the Gaussian-nucleus factor increases strictly with the nuclear exponent
`η > 0`. -/
theorem gaussianNucleus_strictMonoOn {p : ℝ} (hp : 0 < p) (R : ℝ) :
    StrictMonoOn (fun η => gaussianNucleus p η R) (Set.Ioi 0) := by
  intro x hx y hy hxy
  have hx' : 0 < x := hx
  have hy' : 0 < y := hy
  have hc : cutoff p x < cutoff p y := by
    refine Real.sqrt_lt_sqrt (by positivity) ?_
    rw [div_lt_div_iff₀ (by positivity) (by positivity)]
    nlinarith [mul_lt_mul_of_pos_left hxy hp]
  have hk : 0 ≤ p * R ^ 2 := by positivity
  have hb := (gaussian_integral_bounds hk (cutoff_spec hp hx').1.le hc.le).1
  have hpos := mul_pos (sub_pos.mpr hc) (Real.exp_pos (-(p * R ^ 2) * cutoff p y ^ 2))
  have hd := intervalIntegral.integral_interval_sub_left
    (μ := MeasureTheory.volume) (f := fun u : ℝ => Real.exp (-(p * R ^ 2) * u ^ 2))
    (a := 0) (b := cutoff p y) (c := cutoff p x)
    (Continuous.intervalIntegrable (by fun_prop) _ _)
    (Continuous.intervalIntegrable (by fun_prop) _ _)
  change gaussianNucleus p x R < gaussianNucleus p y R
  rw [gaussianNucleus_eq_integral hp hx', gaussianNucleus_eq_integral hp hy']
  linarith

/-- For every real `p` the ratio `p / (p + η)` tends to 0 as `η → ∞`. -/
theorem tendsto_error {p : ℝ} : Tendsto (fun η : ℝ => p / (p + η)) atTop (𝓝 0) :=
  tendsto_const_nhds.div_atTop (tendsto_atTop_add_const_left atTop p tendsto_id)

/-- For `p > 0` and every `R`, the Gaussian-nucleus factor lies strictly below the point-nucleus
factor and within `p / (p + η)` of it for each `η > 0`, increases strictly with `η > 0`, and
converges to the point-nucleus factor as `η → ∞`. -/
theorem gaussian_nucleus_approaches_point_nucleus {p : ℝ} (hp : 0 < p) (R : ℝ) :
    (∀ η, 0 < η → gaussianNucleus p η R < pointNucleus p R ∧
      pointNucleus p R - gaussianNucleus p η R ≤ p / (p + η)) ∧
    StrictMonoOn (fun η => gaussianNucleus p η R) (Set.Ioi 0) ∧
    Tendsto (fun η => gaussianNucleus p η R) atTop (𝓝 (pointNucleus p R)) := by
  have key : ∀ η, 0 < η → gaussianNucleus p η R < pointNucleus p R ∧
      pointNucleus p R - gaussianNucleus p η R ≤ p / (p + η) := by
    intro η hη
    obtain ⟨hl, hu⟩ := finite_size_bounds hp hη R
    have h1 : 0 < 1 - cutoff p η := sub_pos.mpr (cutoff_spec hp hη).2.1
    have hpos := mul_pos h1 (Real.exp_pos (-(p * R ^ 2)))
    have hk : 0 ≤ p * R ^ 2 * cutoff p η ^ 2 := by positivity
    have he : Real.exp (-(p * R ^ 2) * cutoff p η ^ 2) ≤ 1 :=
      Real.exp_le_one_iff.mpr (by linarith)
    have hm := mul_le_mul_of_nonneg_left he h1.le
    exact ⟨by linarith, by linarith [one_sub_cutoff_le hp hη]⟩
  refine ⟨key, gaussianNucleus_strictMonoOn hp R, ?_⟩
  have hlow := (tendsto_error (p := p)).const_sub (pointNucleus p R)
  rw [sub_zero] at hlow
  refine tendsto_of_tendsto_of_tendsto_of_le_of_le' hlow tendsto_const_nhds ?_ ?_
  · filter_upwards [eventually_gt_atTop 0] with η hη
    linarith [(key η hη).2]
  · filter_upwards [eventually_gt_atTop 0] with η hη
    exact (key η hη).1.le

/-- For `p > 0`, `η` times the difference between the point-nucleus and Gaussian-nucleus factors
tends to `(p / 2) exp(-p R²)` as `η → ∞`. -/
theorem leading_finite_size_correction {p : ℝ} (hp : 0 < p) (R : ℝ) :
    Tendsto (fun η => η * (pointNucleus p R - gaussianNucleus p η R)) atTop
      (𝓝 (p / 2 * Real.exp (-(p * R ^ 2)))) := by
  have hc : Tendsto (fun η => cutoff p η) atTop (𝓝 1) := by
    have hlow := (tendsto_error (p := p)).const_sub 1
    rw [sub_zero] at hlow
    refine tendsto_of_tendsto_of_tendsto_of_le_of_le' hlow tendsto_const_nhds ?_ ?_
    · filter_upwards [eventually_gt_atTop 0] with η hη
      linarith [one_sub_cutoff_le hp hη]
    · filter_upwards [eventually_gt_atTop 0] with η hη
      exact (cutoff_spec hp hη).2.1.le
  -- η (1 - c) = p c² / (1 + c), which tends to p / 2
  have hid : ∀ η, 0 < η →
      η * (1 - cutoff p η) = p * cutoff p η ^ 2 / (1 + cutoff p η) := by
    intro η hη
    obtain ⟨h0, -, h2⟩ := cutoff_spec hp hη
    have hne : 1 + cutoff p η ≠ 0 := by positivity
    rw [eq_div_iff hne]
    linear_combination -h2
  have hg : Tendsto (fun η => p * cutoff p η ^ 2 / (1 + cutoff p η)) atTop (𝓝 (p / 2)) := by
    have h := ((hc.pow 2).const_mul p).div (hc.const_add 1) (by norm_num)
    simp only [one_pow, mul_one, one_add_one_eq_two] at h
    exact h
  have he : Tendsto (fun η => Real.exp (-(p * R ^ 2) * cutoff p η ^ 2)) atTop
      (𝓝 (Real.exp (-(p * R ^ 2)))) := by
    have h := (Real.continuous_exp.tendsto _).comp ((hc.pow 2).const_mul (-(p * R ^ 2)))
    simp only [one_pow, mul_one] at h
    exact h
  refine tendsto_of_tendsto_of_tendsto_of_le_of_le'
    (hg.mul_const (Real.exp (-(p * R ^ 2)))) (hg.mul he) ?_ ?_
  · filter_upwards [eventually_gt_atTop 0] with η hη
    have h := mul_le_mul_of_nonneg_left (finite_size_bounds hp hη R).1 hη.le
    rw [← mul_assoc, hid η hη] at h
    exact h
  · filter_upwards [eventually_gt_atTop 0] with η hη
    have h := mul_le_mul_of_nonneg_left (finite_size_bounds hp hη R).2 hη.le
    rw [← mul_assoc, hid η hη] at h
    exact h

end

end GaussianNucleusAttraction
```

```lean
#print axioms GaussianNucleusAttraction.gaussian_nucleus_approaches_point_nucleus
-- 'GaussianNucleusAttraction.gaussian_nucleus_approaches_point_nucleus' depends on axioms: [propext, Classical.choice, Quot.sound]
#print axioms GaussianNucleusAttraction.leading_finite_size_correction
-- 'GaussianNucleusAttraction.leading_finite_size_correction' depends on axioms: [propext, Classical.choice, Quot.sound]
```

## Two attraction factors and their difference

An electronic charge distribution proportional to $e^{-pr^2}$, with $p>0$, has its centre at distance $R$ from a nucleus. The nucleus is either a point or a Gaussian charge proportional to $e^{-\eta r^2}$, with $\eta>0$. A larger $\eta$ means a smaller nucleus. With the Boys function $F_0(x)=\int_0^1 e^{-xt^2}\,dt$, which is `boysF0`, the two factors are

$$P=F_0(pR^2),\qquad G(\eta)=\sqrt{\frac{\eta}{p+\eta}}\;F_0\!\left(\frac{p\eta R^2}{p+\eta}\right).$$

They are `pointNucleus p R` and `gaussianNucleus p η R`. All quantities are real numbers, and $R$ may have either sign because only $R^2$ enters.

The theorem `gaussian_nucleus_approaches_point_nucleus` says that, for $p>0$ and every $R$:

- for each $\eta>0$, $G(\eta)<P$ and $P-G(\eta)\le p/(p+\eta)$;
- $G$ is strictly increasing on $\eta>0$, written `StrictMonoOn` on `Set.Ioi 0`;
- $G(\eta)\to P$ as $\eta\to\infty$, written `Tendsto` along `atTop`.

The theorem `leading_finite_size_correction` adds that $\eta\,(P-G(\eta))\to\tfrac p2 e^{-pR^2}$. The leading correction is thus proportional to the electronic density at the nuclear centre.

## From the factors to an energy

In atomic units, if the electronic distribution is normalised to one electron and the nucleus has charge $Z$, the attraction energy is $-2Z\sqrt{p/\pi}$ times the factor. A smaller factor therefore means a weaker attraction. The reduction of the three-dimensional Coulomb integral to this form is not proved in Lean: the definitions start from the reduced factors.

Gaussian nuclei are common in four-component calculations, and the result bears on their nuclear attraction integrals for one s-type charge distribution at a time, with the density held fixed. It does not treat distributions of higher angular momentum, sums with coefficients of mixed sign, or the relaxation of the orbitals. The bound also depends on $p$: for a steep distribution with $p\gg\eta$ it is close to 1 and says little.

## The nucleus as an upper limit of integration

Put $k=pR^2$ and $c=\sqrt{\eta/(p+\eta)}$. Lean calls $c$ the `cutoff`; it is a dimensionless limit of integration, not a distance or a screening threshold. Since $p,\eta>0$, we have $0<c<1$ and $c^2(p+\eta)=\eta$, which is `cutoff_spec`.

The argument of the Boys function in $G$ is $kc^2$. Substituting $u=ct$ gives

$$G(\eta)=c\int_0^1 e^{-kc^2t^2}\,dt=\int_0^c e^{-ku^2}\,du .$$

This is `gaussianNucleus_eq_integral`. The point-nucleus factor is the same integral taken up to 1, so

$$P-G(\eta)=\int_c^1 e^{-ku^2}\,du .$$

### The substitution in Mathlib

The lemma `intervalIntegral.smul_integral_comp_mul_left` states that

$$c\int_a^b f(ct)\,dt=\int_{ca}^{cb}f(u)\,du .$$

The factor $c$ stands in front of the integral on the left, just where the square root stands in $G$, so there is no division by $c$ and no condition $c\ne0$ to check. With $a=0$ and $b=1$ the new limits simplify to $0$ and $c$. What remains is to match the integrands: `intervalIntegral.integral_congr` reduces this to an equality at each $t$, `Real.sq_sqrt` replaces $c^2$ by $\eta/(p+\eta)$, and `ring` compares the exponents.

## Bounds, monotonicity and limit

On an interval $[a,b]$ with $a\ge0$, the function $e^{-ku^2}$ does not increase, so

$$(b-a)e^{-kb^2}\le\int_a^b e^{-ku^2}\,du\le(b-a)e^{-ka^2}.$$

The lemma `gaussian_integral_bounds` proves this by comparing the integrand with constants through `integral_mono_on`. On $[c,1]$ it gives `finite_size_bounds`:

$$(1-c)e^{-k}\le P-G(\eta)\le(1-c)e^{-kc^2}.$$

At $R=0$ the two sides coincide and the difference is exactly $1-c$.

The left side is positive, hence $G(\eta)<P$. The right side is at most $1-c$. Because $0<c<1$, we have $c^2\le c$, and so

$$1-c\le1-c^2=\frac{p}{p+\eta},$$

which is `one_sub_cutoff_le`. The ratio tends to zero as $\eta\to\infty$ (`tendsto_error`), and squeezing $G(\eta)$ between $P-p/(p+\eta)$ and $P$ gives the limit.

For monotonicity, take $0<\eta<\eta'$ with cutoffs $c$ and $c'$. Since $\eta/(p+\eta)=1-p/(p+\eta)$ increases with $\eta$, we have $c<c'$, and

$$G(\eta')-G(\eta)=\int_c^{c'}e^{-ku^2}\,du\ge(c'-c)e^{-kc'^2}>0 .$$

In `gaussianNucleus_strictMonoOn`, the comparison of the two fractions is done by cross-multiplication, and the lower integral bound supplies the strict inequality.

## The leading correction

From $c^2(p+\eta)=\eta$ it follows that $\eta(1-c^2)=pc^2$. Dividing by $1+c$ gives

$$\eta(1-c)=\frac{pc^2}{1+c}.$$

The inequalities $1-p/(p+\eta)\le c<1$ force $c\to1$, so the right side tends to $p/2$. Multiplying the two-sided bound by $\eta$ yields

$$\frac{pc^2}{1+c}\,e^{-k}\le\eta\,(P-G(\eta))\le\frac{pc^2}{1+c}\,e^{-kc^2}.$$

Both outer expressions tend to $\tfrac p2e^{-k}$, and so does the middle one. In Lean, `hid` is the identity for $\eta(1-c)$, `hg` and `he` are the limits of the fraction and of the exponential, and the final squeeze uses only $\eta>0$, which holds eventually along `atTop`.
